# Charge equilibration without interatomic Coulomb terms: for positive hardnesses, one minimum at equal atomic potentials

## The energy of a molecule as an infimum

In a model that describes a molecule by its atomic charges, the energy at total charge \(Q\) can be introduced in two ways. It can be written down as a quadratic in \(Q\), or it can be defined as the lowest energy that any distribution of the charge over the atoms can reach. The second choice is made here. The molecular energy is an infimum over all charge distributions with the prescribed total, and its quadratic form, slope and curvature are then results about that minimisation.

The atoms form a finite set, labelled by \(i\). Atom \(i\) carries a real charge \(q_i\), and the energy of a distribution \(q\) is

\[
E(q)=\sum_i\left(x_i q_i+\tfrac12 h_i q_i^2\right).
\]

Here \(x_i\) is the electronegativity of the atom and \(h_i\) its hardness. Charges are in units of the elementary charge, energies are measured from the neutral atoms, and a positive \(q_i\) means missing electrons. If the parabola is fitted to an atom's ionisation energy \(I_i\) at \(q_i=1\) and its electron affinity \(A_i\) at \(q_i=-1\), then \(x_i=(I_i+A_i)/2\) and \(h_i=I_i-A_i\). The condition \(h_i>0\) therefore says that removing an electron from one neutral atom and adding it to a distant neutral atom of the same kind costs energy.

The derivative \(\partial E/\partial q_i=x_i+h_iq_i\) is the potential of atom \(i\). It is a derivative with respect to charge, so it has the opposite sign to the usual electronic chemical potential, which is a derivative with respect to electron number.

## Existence, equal potentials and curvature

Let there be at least one atom, let every \(h_i\) be positive, and let \(Q\) be any real number. The theorem `charge_equilibration` then makes three statements:

1. Exactly one distribution with total charge \(Q\) minimises \(E\) among all distributions with that total.
2. A distribution with total charge \(Q\) is this minimiser if and only if some number \(\mu\) satisfies \(x_i+h_iq_i=\mu\) for every atom.
3. The minimum energy, as a function of \(Q\), has second derivative \(1/\sum_i(1/h_i)\).

The molecule is thus softer than any of its atoms as soon as there are two of them. Inverse hardnesses add, as capacitances do in parallel. For a single atom the charge is \(Q\) and the curvature is \(h_1\).

A charge equilibration scheme with parabolic atomic energies reduces to this model when its interatomic Coulomb terms are switched off. The model contains no distances, so in a neutral pair of atoms with different electronegativities charge is transferred however far apart they are. Its energy is also smooth in \(Q\), whereas the exact ground-state energy, extended to fractional electron numbers by ensembles of states with integer numbers, is linear between neighbouring integers and its slope can jump at them.

## The energy excess over an equalised distribution

Suppose \(p\) has total charge \(Q\) and equal potentials, \(x_i+h_ip_i=\mu\) for all \(i\), and let \(q\) be any other distribution with the same total. Expanding one atom's energy about \(p_i\) gives the exact identity

\[
x_iq_i+\tfrac12h_iq_i^2
= x_ip_i+\tfrac12h_ip_i^2+(x_i+h_ip_i)(q_i-p_i)+\tfrac12h_i(q_i-p_i)^2 .
\]

The bracket in front of the linear term is \(\mu\), the same for every atom. On summation the linear terms become \(\mu\sum_i(q_i-p_i)\), which is zero because the totals agree. Hence

\[
E(q)=E(p)+\tfrac12\sum_i h_i(q_i-p_i)^2 .
\]

With positive hardnesses the excess is never negative, so \(p\) is a minimiser. If \(q\) is a minimiser too, the excess must vanish. Every term of the sum is then zero, and \(q=p\).

## Explicit charges and the quadratic in \(Q\)

It remains to find an equalised distribution. Solving \(x_i+h_ip_i=\mu\) gives \(p_i=(\mu-x_i)/h_i\). Write \(S=\sum_i1/h_i\) for the total softness. The constraint \(\sum_ip_i=Q\) then reads \(\mu S-\sum_ix_i/h_i=Q\), so

\[
\mu(Q)=\frac{Q+\sum_i x_i/h_i}{S}=\mu(0)+\frac{Q}{S}.
\]

Since there is at least one atom, \(S>0\) and the division is allowed. This proves existence. It also shows that every minimiser is equalised, because the only minimiser is this one.

The energy of atom \(i\) at these charges is

\[
x_ip_i+\tfrac12h_ip_i^2
=\frac{x_i(\mu-x_i)}{h_i}+\frac{(\mu-x_i)^2}{2h_i}
=\frac{\mu^2-x_i^2}{2h_i}.
\]

Let \(E_{\min}(Q)\) be the minimum energy at total charge \(Q\). Summing over the atoms and inserting \(\mu(Q)=\mu(0)+Q/S\) gives

\[
E_{\min}(Q)=\frac{S\,\mu(Q)^2}{2}-\sum_i\frac{x_i^2}{2h_i}
=E_{\min}(0)+\mu(0)\,Q+\frac{Q^2}{2S}.
\]

The first derivative is \(\mu(0)+Q/S=\mu(Q)\), the common potential, and the second is \(1/S\).

For a neutral molecule of two atoms A and B, equal potentials require \(x_A+h_Aq_A=x_B-h_Bq_A\), so

\[
q_A=\frac{x_B-x_A}{h_A+h_B},\qquad q_B=-q_A .
\]

The less electronegative atom becomes positive.

## Two sums in code, and the Coulomb-coupled case

A program for this model needs no iteration. One loop over the atoms accumulates \(S\) and \(\sum_ix_i/h_i\), a division gives \(\mu\), and a second loop assigns the charges. When the atoms interact through a symmetric matrix \(J\) with \(J_{ii}=h_i\), equal potentials and the prescribed total charge give a linear system for the charges and \(\mu\),

\[
\sum_jJ_{ij}q_j-\mu=-x_i\quad\text{for each } i,\qquad \sum_jq_j=Q .
\]

Setting the off-diagonal entries of \(J\) to zero should return the explicit charges above, which is a simple check on such a solver.

The same expansion handles the energy \(\sum_ix_iq_i+\tfrac12\sum_{ij}q_iJ_{ij}q_j\). Around a distribution with equal potentials \(x_i+\sum_jJ_{ij}p_j\), the excess is \(\tfrac12\sum_{ij}d_iJ_{ij}d_j\) with \(d=q-p\) and \(\sum_id_i=0\). If this form is positive for every nonzero \(d\) of zero sum, the equalised distribution is again the unique minimiser. The Lean file below treats only the diagonal case.

## The Lean file

```lean
import Mathlib

open Finset

namespace ChargeEquilibration

noncomputable section

variable {ι : Type*} [Fintype ι]

/-- Energy of atomic charges `q` for electronegativities `x` and hardnesses `h`. -/
def energy (x h q : ι → ℝ) : ℝ := ∑ i, (x i * q i + h i * q i ^ 2 / 2)

/-- The charges `q` have total charge `Q` and the least energy among all charges with that total. -/
def IsGroundState (x h : ι → ℝ) (Q : ℝ) (q : ι → ℝ) : Prop :=
  ∑ i, q i = Q ∧ ∀ p : ι → ℝ, ∑ i, p i = Q → energy x h q ≤ energy x h p

/-- The infimum of the energy over all charge distributions with total charge `Q`. -/
def molecularEnergy (x h : ι → ℝ) (Q : ℝ) : ℝ :=
  sInf (energy x h '' {q | ∑ i, q i = Q})

/-- Total softness: the sum of the inverse hardnesses. -/
def softness (h : ι → ℝ) : ℝ := ∑ i, 1 / h i

/-- The number `(Q + ∑ i, x i / h i) / softness h`. For positive hardnesses it is the common
potential of the atoms at total charge `Q`, a derivative with respect to charge and so opposite in
sign to the electronic chemical potential. -/
def chemPot (x h : ι → ℝ) (Q : ℝ) : ℝ := (Q + ∑ i, x i / h i) / softness h

/-- The charge that, for nonzero hardness `h i`, brings atom `i` to the potential `chemPot x h Q`.
-/
def eqCharge (x h : ι → ℝ) (Q : ℝ) (i : ι) : ℝ := (chemPot x h Q - x i) / h i

/-- If `p` equalises the atomic potentials, the energy of any `q` of the same total charge is that
of `p` plus half the hardness-weighted sum of the squared charge displacements. -/
theorem energy_gap {x h p q : ι → ℝ} {μ : ℝ} (hp : ∀ i, x i + h i * p i = μ)
    (hs : ∑ i, q i = ∑ i, p i) :
    energy x h q = energy x h p + ∑ i, h i * (q i - p i) ^ 2 / 2 := by
  have key : ∑ i, (x i * q i + h i * q i ^ 2 / 2) =
      ∑ i, (x i * p i + h i * p i ^ 2 / 2 + h i * (q i - p i) ^ 2 / 2 + μ * (q i - p i)) := by
    refine sum_congr rfl fun i _ => ?_
    linear_combination (q i - p i) * hp i
  unfold energy
  rw [key]
  -- the linear term only sees the change of the total charge
  simp only [sum_add_distrib, ← mul_sum, sum_sub_distrib]
  linear_combination μ * hs

/-- For positive hardnesses, charges that equalise the atomic potentials are a ground state
at their total charge. -/
theorem isGroundState_of_equalised {x h q : ι → ℝ} {μ Q : ℝ} (hh : ∀ i, 0 < h i)
    (hq : ∀ i, x i + h i * q i = μ) (hQ : ∑ i, q i = Q) : IsGroundState x h Q q := by
  refine ⟨hQ, fun p hp => ?_⟩
  have gap := energy_gap hq (hp.trans hQ.symm)
  have hn : 0 ≤ ∑ i, h i * (p i - q i) ^ 2 / 2 :=
    sum_nonneg fun i _ => div_nonneg (mul_nonneg (hh i).le (sq_nonneg _)) (by norm_num)
  linarith

lemma softness_pos [Nonempty ι] {h : ι → ℝ} (hh : ∀ i, 0 < h i) : 0 < softness h :=
  sum_pos (fun i _ => one_div_pos.mpr (hh i)) univ_nonempty

lemma eqCharge_equalised {h : ι → ℝ} (x : ι → ℝ) (hh : ∀ i, 0 < h i) (Q : ℝ) (i : ι) :
    x i + h i * eqCharge x h Q i = chemPot x h Q := by
  have hi := (hh i).ne'
  unfold eqCharge
  field_simp
  ring

lemma sum_eqCharge [Nonempty ι] {h : ι → ℝ} (x : ι → ℝ) (hh : ∀ i, 0 < h i) (Q : ℝ) :
    ∑ i, eqCharge x h Q i = Q := by
  have hμ : Q + ∑ i, x i / h i = chemPot x h Q * softness h :=
    (div_eq_iff (softness_pos hh).ne').mp rfl
  have key : ∑ i, eqCharge x h Q i = chemPot x h Q * softness h - ∑ i, x i / h i := by
    simp only [eqCharge, softness]
    rw [mul_sum, ← sum_sub_distrib]
    refine sum_congr rfl fun i _ => ?_
    ring
  linarith

/-- For at least one atom and positive hardnesses, the ground state at total charge `Q` is given by
the explicit charges `eqCharge`, and by no others. -/
theorem isGroundState_iff [Nonempty ι] {x h q : ι → ℝ} {Q : ℝ} (hh : ∀ i, 0 < h i) :
    IsGroundState x h Q q ↔ q = eqCharge x h Q := by
  have he := eqCharge_equalised x hh Q
  have hs := sum_eqCharge x hh Q
  constructor
  · intro hq
    have gap := energy_gap he (hq.1.trans hs.symm)
    have hle := hq.2 _ hs
    have hn : ∀ i ∈ (univ : Finset ι), 0 ≤ h i * (q i - eqCharge x h Q i) ^ 2 / 2 :=
      fun i _ => div_nonneg (mul_nonneg (hh i).le (sq_nonneg _)) (by norm_num)
    -- the energy excess vanishes, hence so does every displacement
    have hz : ∑ i, h i * (q i - eqCharge x h Q i) ^ 2 / 2 = 0 :=
      le_antisymm (by linarith) (sum_nonneg hn)
    funext i
    have h1 := (sum_eq_zero_iff_of_nonneg hn).mp hz i (mem_univ i)
    have h2 : h i * (q i - eqCharge x h Q i) ^ 2 = 0 := by linarith
    rcases mul_eq_zero.mp h2 with h3 | h3
    · exact absurd h3 (hh i).ne'
    · exact sub_eq_zero.mp ((pow_eq_zero_iff two_ne_zero).mp h3)
  · rintro rfl
    exact isGroundState_of_equalised hh he hs

lemma chemPot_eq (x h : ι → ℝ) (Q : ℝ) :
    chemPot x h Q = chemPot x h 0 + Q / softness h := by
  unfold chemPot
  ring

lemma molecularEnergy_closed [Nonempty ι] {h : ι → ℝ} (x : ι → ℝ) (hh : ∀ i, 0 < h i)
    (Q : ℝ) : molecularEnergy x h Q =
      chemPot x h Q ^ 2 / 2 * softness h - ∑ i, x i ^ 2 / (2 * h i) := by
  have hg : IsGroundState x h Q (eqCharge x h Q) := (isGroundState_iff hh).mpr rfl
  have hmin : IsLeast (energy x h '' {q | ∑ i, q i = Q}) (energy x h (eqCharge x h Q)) := by
    refine ⟨⟨_, hg.1, rfl⟩, ?_⟩
    rintro _ ⟨p, hp, rfl⟩
    exact hg.2 p hp
  unfold molecularEnergy
  rw [hmin.csInf_eq]
  simp only [energy, eqCharge, softness]
  rw [mul_sum, ← sum_sub_distrib]
  refine sum_congr rfl fun i _ => ?_
  have hi := (hh i).ne'
  field_simp
  ring

/-- For at least one atom and positive hardnesses, the molecular energy is a quadratic function of
the total charge, with linear coefficient `chemPot x h 0` and quadratic coefficient `1 / (2 *
softness h)`. -/
theorem molecularEnergy_quadratic [Nonempty ι] {h : ι → ℝ} (x : ι → ℝ)
    (hh : ∀ i, 0 < h i) (Q : ℝ) : molecularEnergy x h Q =
      molecularEnergy x h 0 + chemPot x h 0 * Q + Q * Q / (2 * softness h) := by
  have hS := (softness_pos hh).ne'
  rw [molecularEnergy_closed x hh Q, molecularEnergy_closed x hh 0, chemPot_eq x h Q]
  generalize ∑ i, x i ^ 2 / (2 * h i) = C
  field_simp
  ring

/-- For at least one atom and positive hardnesses, the derivative of the molecular energy with
respect to total charge is `chemPot x h Q`. -/
theorem hasDerivAt_molecularEnergy [Nonempty ι] {h : ι → ℝ} (x : ι → ℝ)
    (hh : ∀ i, 0 < h i) (Q : ℝ) :
    HasDerivAt (molecularEnergy x h) (chemPot x h Q) Q := by
  rw [funext (molecularEnergy_quadratic x hh)]
  have hid := hasDerivAt_id' Q
  refine (((hid.const_mul (chemPot x h 0)).const_add (molecularEnergy x h 0)).fun_add
    ((hid.fun_mul hid).div_const (2 * softness h))).congr_deriv ?_
  rw [chemPot_eq x h Q]
  ring

/-- Charge equilibration for at least one atom and positive hardnesses: at each total charge there
is exactly one ground state, it is characterised by equal atomic potentials `x i + h i * q i`, and
the second derivative of the molecular energy with respect to total charge is the inverse of the
summed inverse hardnesses. -/
theorem charge_equilibration [Nonempty ι] (x h : ι → ℝ) (hh : ∀ i, 0 < h i) (Q : ℝ) :
    (∃! q, IsGroundState x h Q q) ∧
    (∀ q : ι → ℝ, ∑ i, q i = Q →
      (IsGroundState x h Q q ↔ ∃ μ, ∀ i, x i + h i * q i = μ)) ∧
    deriv (deriv (molecularEnergy x h)) Q = 1 / ∑ i, 1 / h i := by
  refine ⟨⟨eqCharge x h Q, (isGroundState_iff hh).mpr rfl,
    fun q hq => (isGroundState_iff hh).mp hq⟩, fun q hQ => ⟨fun hq => ?_, ?_⟩, ?_⟩
  · rw [(isGroundState_iff hh).mp hq]
    exact ⟨_, eqCharge_equalised x hh Q⟩
  · rintro ⟨μ, hμ⟩
    exact isGroundState_of_equalised hh hμ hQ
  · -- the first derivative is `chemPot x h`, which is affine in the charge
    have h1 : deriv (molecularEnergy x h) = chemPot x h :=
      funext fun R => (hasDerivAt_molecularEnergy x hh R).deriv
    have h2 : HasDerivAt (chemPot x h) (1 / softness h) Q :=
      ((hasDerivAt_id' Q).add_const (∑ i, x i / h i)).div_const (softness h)
    rw [h1, h2.deriv, softness]

/-- For two atoms with positive hardnesses and zero total charge, the charge `(xB - xA) / (hA + hB)`
on the first atom and its negative on the second form a ground state. -/
theorem diatomic_charge_transfer (xA xB hA hB : ℝ) (hA0 : 0 < hA) (hB0 : 0 < hB) :
    IsGroundState ![xA, xB] ![hA, hB] 0
      ![(xB - xA) / (hA + hB), -((xB - xA) / (hA + hB))] := by
  have hd : xB - xA = (xB - xA) / (hA + hB) * (hA + hB) :=
    (div_eq_iff (add_pos hA0 hB0).ne').mp rfl
  refine isGroundState_of_equalised (μ := xA + hA * ((xB - xA) / (hA + hB)))
    (Fin.forall_fin_two.mpr ⟨hA0, hB0⟩) (Fin.forall_fin_two.mpr ⟨rfl, ?_⟩) ?_
  · show xB + hB * -((xB - xA) / (hA + hB)) = xA + hA * ((xB - xA) / (hA + hB))
    linear_combination hd
  · rw [Fin.sum_univ_two]
    exact add_neg_cancel ((xB - xA) / (hA + hB))

end

end ChargeEquilibration
```

```lean
#print axioms ChargeEquilibration.charge_equilibration
#print axioms ChargeEquilibration.diatomic_charge_transfer
```

```
'ChargeEquilibration.charge_equilibration' depends on axioms: [propext, Classical.choice, Quot.sound]
'ChargeEquilibration.diatomic_charge_transfer' depends on axioms: [propext, Classical.choice, Quot.sound]
```

## How the definitions map to the model

The type `ι` is the set of atoms, and `x`, `h` and `q` are real-valued functions on it. Charges are unbounded and need not be integers; no atom is limited by the number of electrons it has. `IsGroundState x h Q q` says that `q` has total charge `Q` and that its energy is at most that of every competitor with the same total. "Ground state" here means this constrained minimum of a classical energy function, not an eigenstate of a Hamiltonian.

`molecularEnergy` is the infimum \(E_{\min}(Q)\), `softness` is \(S\), `chemPot` is \(\mu(Q)\), and `eqCharge` is the explicit distribution \(p\). The hypothesis `hh` states that all hardnesses are positive, and `[Nonempty ι]` supplies the atom that makes \(S\) positive. Without any atom, a nonzero total charge could not be placed anywhere.

## From the excess identity to the minimiser

`energy_gap` is the excess identity. Inside it, `key` is the expansion atom by atom with \(\mu\) already inserted; `linear_combination (q i - p i) * hp i` multiplies the equal-potential equation by the displacement, just as in the derivation. After the sum has been split, `linear_combination μ * hs` removes the linear term by means of the equal totals. Positivity of the hardnesses is not used at this stage.

It enters in `isGroundState_of_equalised`, where the excess is a sum of nonnegative terms. The letters change roles there: `q` is the equalised distribution and `p` the competitor.

`eqCharge_equalised` and `sum_eqCharge` verify that the explicit charges have equal potentials and the correct total. `isGroundState_iff` then identifies the ground state with `eqCharge`. In the forward direction, the assumed minimality of `q` bounds the excess above by zero and positivity bounds it below, which gives `hz`. `sum_eq_zero_iff_of_nonneg` passes from the vanishing sum to each vanishing term, and since `h i` is not zero, the displacement must be. The reverse direction applies the previous theorem.

## From the minimiser to the curvature

`molecularEnergy_closed` connects the infimum with the explicit charges. The statement `hmin` says that their energy is the least element of the set of attainable energies, so the infimum is attained and `hmin.csInf_eq` replaces it by that energy. The remaining algebra is the atomic identity with \((\mu^2-x_i^2)/(2h_i)\).

`molecularEnergy_quadratic` inserts the affine form of \(\mu(Q)\) from `chemPot_eq`. The sum \(\sum_ix_i^2/(2h_i)\) occurs on both sides, so `generalize` turns it into a constant `C` before the fractions are cleared. `hasDerivAt_molecularEnergy` differentiates this quadratic and recognises the result as `chemPot x h Q`.

In `charge_equilibration`, the first two parts follow from `isGroundState_iff`, `eqCharge_equalised` and `isGroundState_of_equalised`. For the third, `h1` identifies the whole derivative function with `chemPot x h`, and `h2` differentiates that affine function to obtain `1 / softness h`.

`diatomic_charge_transfer` writes the two atoms as vectors with two entries and checks the equal potentials and the zero total directly. It states that the given charges are a ground state; that they are the only one follows from `isGroundState_iff`.
